# Upper and lower bounds on the tail of the partial-wave sum with weights 1/(l(l+1)(2l+1))

The theorem `remainder_bounds` concerns the partial-wave weights 1/(l(l+1)(2l+1)) and what is left of their sum when it is cut off after l = L. It states that for every natural number L, zero included, this remainder is at least 2/(8(L+1)² + 1) and at most 1/(4(L+1)²). The weights are given by definition; no Hamiltonian or wavefunction enters the statement. The proof writes the remainder as the full sum, 3 − 4 ln 2, less the first L weights. It then shows that the partial sums plus the lower estimate increase towards the full sum, while the partial sums plus the upper estimate decrease towards it, and compares each sequence at L with its limit.

This version doesn't compile in Lean 4 with Mathlib:

```lean
import Mathlib

open Filter Topology Finset

namespace ElectronsOnSphere

noncomputable section

/-- The partial-wave weight `1 / (l (l + 1) (2 l + 1))`. -/
def weight (l : ℕ) : ℝ := 1 / ((l : ℝ) * (l + 1) * (2 * l + 1))

/-- The sum of the partial-wave weights over all `l > L`. -/
def remainder (L : ℕ) : ℝ := ∑' k : ℕ, weight (k + L + 1)

/-- The weights of the first `L` partial waves sum to a closed form in harmonic numbers. -/
theorem sum_weight (L : ℕ) :
    ∑ k ∈ range L, weight (k + 1) =
      3 - 4 * ((harmonic (2 * L) : ℝ) - (harmonic L : ℝ))
        + 1 / ((L : ℝ) + 1) - 4 / (2 * (L : ℝ) + 1) := by
  induction L with
  | zero => norm_num [harmonic_zero]
  | succ n ih =>
    rw [sum_range_succ, ih, show 2 * (n + 1) = 2 * n + 1 + 1 from by ring,
      harmonic_succ, harmonic_succ, harmonic_succ]
    simp only [weight]
    push_cast
    field_simp
    ring

/-- The partial-wave weights over all `l ≥ 1` sum to `3 - 4 ln 2`. -/
theorem hasSum_weight : HasSum (fun k : ℕ => weight (k + 1)) (3 - 4 * Real.log 2) := by
  have hm : Tendsto (fun n : ℕ => 2 * n) atTop atTop :=
    tendsto_atTop_mono (fun n => by show n ≤ 2 * n; omega) tendsto_id
  have hv := tendsto_one_div_add_atTop_nhds_zero_nat (𝕜 := ℝ)
  -- the harmonic numbers of `2n` and `n` differ by `ln 2` in the limit
  have hd : Tendsto (fun n : ℕ => (harmonic (2 * n) : ℝ) - (harmonic n : ℝ)) atTop
      (𝓝 (Real.log 2)) := by
    have h := Real.tendsto_harmonic_sub_log
    have h3 := ((h.comp hm).sub h).add_const (Real.log 2)
    rw [sub_self, zero_add] at h3
    refine h3.congr' ?_
    filter_upwards [eventually_gt_atTop 0] with n hn
    simp only [Function.comp_apply]
    push_cast
    rw [Real.log_mul two_ne_zero (Nat.cast_ne_zero.mpr hn.ne')]
    ring
  rw [hasSum_iff_tendsto_nat_of_nonneg (fun k => by unfold weight; positivity)]
  have h := (((hd.const_mul 4).const_sub 3).add hv).sub ((hv.comp hm).const_mul 4)
  rw [mul_zero, sub_zero, add_zero] at h
  refine h.congr fun n => ?_
  rw [sum_weight]
  simp only [Function.comp_apply]
  push_cast
  ring

/-- The remainder beyond `L` is the full sum `3 - 4 ln 2` less the first `L` weights. -/
theorem remainder_eq (L : ℕ) :
    remainder L = 3 - 4 * Real.log 2 - ∑ k ∈ range L, weight (k + 1) := by
  have h : ∑ k ∈ range L, weight (k + 1) + ∑' k : ℕ, weight (k + L + 1)
      = ∑' k : ℕ, weight (k + 1) := hasSum_weight.summable.sum_add_tsum_nat_add L
  rw [hasSum_weight.tsum_eq] at h
  unfold remainder
  linarith

/-- Two-sided bound on the partial-wave remainder, valid for every cutoff `L`. -/
theorem remainder_bounds (L : ℕ) :
    2 / (8 * ((L : ℝ) + 1) ^ 2 + 1) ≤ remainder L ∧
      remainder L ≤ 1 / (4 * ((L : ℝ) + 1) ^ 2) := by
  have hv := tendsto_one_div_add_atTop_nhds_zero_nat (𝕜 := ℝ)
  have hS := hasSum_weight.tendsto_sum_nat
  have hlo : Tendsto (fun n : ℕ => 2 / (8 * ((n : ℝ) + 1) ^ 2 + 1)) atTop (𝓝 0) := by
    refine squeeze_zero (fun n => by positivity) (fun n => ?_) hv
    rw [div_le_div_iff₀ (by positivity) (by positivity)]
    nlinarith [sq_nonneg ((n : ℝ) + 1), Nat.cast_nonneg (α := ℝ) n]
  have hhi : Tendsto (fun n : ℕ => 1 / (4 * ((n : ℝ) + 1) ^ 2)) atTop (𝓝 0) := by
    refine squeeze_zero (fun n => by positivity) (fun n => ?_) hv
    rw [div_le_div_iff₀ (by positivity) (by positivity)]
    nlinarith [sq_nonneg ((n : ℝ) + 1), Nat.cast_nonneg (α := ℝ) n]
  rw [remainder_eq]
  constructor
  · -- partial sums plus the lower estimate increase towards the full sum
    have hmono : Monotone (fun n : ℕ => ∑ k ∈ range n, weight (k + 1)
        + 2 / (8 * ((n : ℝ) + 1) ^ 2 + 1)) := by
      refine monotone_nat_of_le_succ fun n => ?_
      rw [sum_range_succ]
      simp only [weight]
      push_cast
      have hx : (0 : ℝ) < (n : ℝ) + 1 := by positivity
      generalize (n : ℝ) + 1 = x at hx ⊢
      have key : 1 / (x * (x + 1) * (2 * x + 1)) + 2 / (8 * (x + 1) ^ 2 + 1)
          - 2 / (8 * x ^ 2 + 1)
          = 9 / (x * (x + 1) * (2 * x + 1) * (8 * x ^ 2 + 1) * (8 * (x + 1) ^ 2 + 1)) := by
        field_simp
        ring
      have hp : 0 ≤ 9 / (x * (x + 1) * (2 * x + 1) * (8 * x ^ 2 + 1)
          * (8 * (x + 1) ^ 2 + 1)) := by positivity
      linarith
    have h := hmono.ge_of_tendsto (by simpa only [add_zero] using hS.add hlo) L
    dsimp only at h
    linarith
  · -- partial sums plus the upper estimate decrease towards the full sum
    have hanti : Antitone (fun n : ℕ => ∑ k ∈ range n, weight (k + 1)
        + 1 / (4 * ((n : ℝ) + 1) ^ 2)) := by
      refine antitone_nat_of_succ_le fun n => ?_
      rw [sum_range_succ]
      simp only [weight]
      push_cast
      have hx : (0 : ℝ) < (n : ℝ) + 1 := by positivity
      generalize (n : ℝ) + 1 = x at hx ⊢
      have key : 1 / (4 * x ^ 2) - 1 / (4 * (x + 1) ^ 2) - 1 / (x * (x + 1) * (2 * x + 1))
          = 1 / (4 * x ^ 2 * (x + 1) ^ 2 * (2 * x + 1)) := by
        field_simp
        ring
      have hp : 0 ≤ 1 / (4 * x ^ 2 * (x + 1) ^ 2 * (2 * x + 1)) := by positivity
      linarith
    have h := hanti.le_of_tendsto (by simpa only [add_zero] using hS.add hhi) L
    dsimp only at h
    linarith

end

end ElectronsOnSphere
```

Messages:

```
Main.lean:99:4: error: `dsimp` made no progress
Main.lean:117:4: error: `dsimp` made no progress
```

Cause. Both messages say the same thing: `dsimp only` found nothing to simplify in `h`, and Lean treats that as an error. The step was there to turn a function applied to `L`, of the form `(fun n => ...) L`, into the expression with `L` put in for `n`. But that had already been done. `hmono.ge_of_tendsto` and `hanti.le_of_tendsto` are stated for a general function `f` and speak of its value at a point; when Lean fills in the particular function for `f`, it also carries out the application. So `h` arrives as a plain inequality between the partial sum plus the estimate at `L` and the full sum.

The repair deletes the two `dsimp only at h` lines, one in each half of the proof. The `linarith` that follows each can use `h` as it stands, since only moving the partial sum to the other side remains. The bounds and the monotonicity arguments are unchanged.

The mended proof, as a diff:

```diff
@@ -97,5 +97,4 @@
       linarith
     have h := hmono.ge_of_tendsto (by simpa only [add_zero] using hS.add hlo) L
-    dsimp only at h
     linarith
   · -- partial sums plus the upper estimate decrease towards the full sum
@@ -115,5 +114,4 @@
       linarith
     have h := hanti.le_of_tendsto (by simpa only [add_zero] using hS.add hhi) L
-    dsimp only at h
     linarith
 
```
